# The statically screened interaction between two electron layers and its finite long-wavelength limit

## Two layers that screen each other

Two thin conducting layers lie parallel at distance $d$, with no tunnelling between them. Electrons in one layer still feel those in the other through the Coulomb force, which is how a current in one layer can drag carriers along in the other. At in-plane wavevector $q$ the bare force is long-ranged: a sheet of charge modulated with wavevector $q$ and unit amplitude produces the potential $(2\pi/q)\,e^{-qd}$ at distance $d$, in Gaussian atomic units. This diverges as $q\to0$. Both layers respond, however, and each also responds to the charge induced in the other. What interaction remains between them, and is it finite at long wavelength?

Let $x=e^{-qd}$. The bare interaction within and between the layers is

$$V=\frac{2\pi}{q}\begin{pmatrix}1&x\\x&1\end{pmatrix}.$$

Let each layer respond linearly and statically to the total potential at its own position. A total potential $\phi$ then induces the charge $-P\phi$, with

$$P=\frac{1}{2\pi}\begin{pmatrix}s_1&0\\0&s_2\end{pmatrix}.$$

The constants $s_1$ and $s_2$ are the screening wavevectors: each stands for how readily its layer's density yields to a potential. In the Thomas–Fermi approximation, $s_i$ is $2\pi$ times the layer's density of states at the Fermi level, per unit area and with both spins counted. A single layer alone would have the screened interaction $2\pi/(q+s_i)$.

An external charge $\rho$ gives $\phi=V(\rho-P\phi)$, so $(1+VP)\phi=V\rho$. The screened interaction is therefore

$$W=(1+VP)^{-1}V.$$

## The interaction at finite and at vanishing wavevector

Matrix indices run over 0 and 1, as in Lean. Index 0 is the first layer, with screening wavevector $s_1$, and index 1 is the second, with $s_2$. Define

$$D=(q+s_1)(q+s_2)-s_1s_2x^2,\qquad L=s_1+s_2+2d\,s_1s_2.$$

For $q>0$ and $d,s_1,s_2\ge0$, the theorem `interlayer_eq` states

$$W_{01}=\frac{2\pi q\,x}{D},$$

and `screened_eq` gives all four entries. For $d\ge0$ and $s_1,s_2>0$, `interlayer_limit` and `intralayer_limit` state that, as $q\to0^+$,

$$W_{01}\to\frac{2\pi}{L},\qquad W_{00}\to\frac{2\pi(1+2d\,s_2)}{L}.$$

Under the same conditions `perfect_screening` states that the total charge induced in both layers by a unit charge in the first tends to $-1$.

In the code, $V$ is `bareCoulomb q d`, $P$ is `response s₁ s₂`, $W$ is `screened q d s₁ s₂` and $D$ is `den q d s₁ s₂`. All matrices are real and $2\times2$. The matrix $P$ describes the response to the total potential, which includes the potential of the induced charge; the minus sign in the induced charge $-P\phi$ is kept outside $P$. The definition of `screened` uses Lean's matrix inverse, and the proof shows that $1+VP$ is invertible under the stated hypotheses. The limits are taken along `𝓝[>] 0`, that is, through positive $q$ only, so the value at $q=0$ plays no part.

The layers have zero thickness, the surrounding medium has dielectric constant 1, and $s_1,s_2$ stay fixed as $q$ varies in the limits. The model also replaces the density response of real electrons by the constant diagonal matrix $P$; this form is assumed here and not derived from a Hamiltonian.

## Inverting the dielectric matrix

Multiplying out gives

$$1+VP=\begin{pmatrix}1+s_1/q & x s_2/q\\ x s_1/q & 1+s_2/q\end{pmatrix}.$$

Its determinant is

$$\frac{(q+s_1)(q+s_2)-s_1s_2x^2}{q^2}=\frac{D}{q^2}.$$

Expanding $D$ shows that it is positive:

$$D=q^2+q(s_1+s_2)+s_1s_2(1-x^2)>0,$$

since $0<x\le1$. The inverse exists and equals

$$(1+VP)^{-1}=\frac{q}{D}\begin{pmatrix}q+s_2&-x s_2\\-x s_1&q+s_1\end{pmatrix}.$$

Multiplication by $V$ from the right yields

$$W=\frac{2\pi}{D}\begin{pmatrix}q+s_2(1-x^2)&qx\\qx&q+s_1(1-x^2)\end{pmatrix}.$$

In the upper right entry, $x(q+s_2)-xs_2=qx$: the terms with $s_2$ cancel. In the lower left entry the terms with $s_1$ cancel in the same way and leave $qx$ again, so $W$ is symmetric even for unequal layers.

## The limit of long wavelength

Both $qx$ and $D$ vanish as $q\to0$, so the limit needs their ratio. Dividing the expanded form of $D$ by $q$ gives

$$\frac{D}{q}=q+s_1+s_2+s_1s_2\,\frac{1-x^2}{q}.$$

Here $1-x^2=1-e^{-2qd}$ vanishes at $q=0$ and has derivative $2d$ there, so $(1-x^2)/q\to2d$. Hence $D/q\to L$. Since $L>0$, also $q/D\to1/L$. With $x\to1$,

$$W_{01}=2\pi\,\frac{q}{D}\,x\to\frac{2\pi}{L},$$

$$W_{00}=2\pi\,\frac{q}{D}\left(1+s_2\,\frac{1-x^2}{q}\right)\to\frac{2\pi(1+2d\,s_2)}{L}.$$

A unit charge in the first layer induces the charges in column 0 of $-PW$. Their sum is

$$-\frac{s_1W_{00}+s_2W_{10}}{2\pi}\to-\frac{s_1(1+2d\,s_2)+s_2}{L}=-1.$$

The two layers together neutralise the charge. The first contributes $-(s_1+2d\,s_1s_2)/L$ in the limit and the second $-s_2/L$, so a larger distance shifts the screening charge towards the layer that holds the external charge.

## Numbers in a drag calculation

A calculation of Coulomb drag with weak interlayer coupling and static screening integrates over wavevector and frequency. Its integrand contains $|W_{01}(q)|^2$ together with factors that describe the excitations of each layer, and the formula for $W_{01}$ supplies the first factor for layers that respond linearly through $s_1$ and $s_2$.

Take two identical layers with a parabolic band, the free electron mass and spin degeneracy. Their density of states is $1/\pi$, so $s_1=s_2=2$ inverse bohr. At $d=10$ bohr, $L=2+2+2\cdot10\cdot4=84$, and the interlayer interaction at long wavelength is $2\pi/84\approx0.075$ in atomic units. One such layer alone would have $2\pi/2\approx3.14$ for its own screened interaction. On a grid that includes $q=0$, the quotient $2\pi qx/D$ has the form $0/0$ at that point, and $2\pi/L$ is the value to enter there.

## The complete Lean file

```lean
import Mathlib

open Filter Topology Real

namespace BilayerScreening

noncomputable section

/-- Bare Coulomb interaction, in Gaussian atomic units, within and between two layers at distance
`d ≥ 0`, for in-plane wavevector `q > 0`. -/
def bareCoulomb (q d : ℝ) : Matrix (Fin 2) (Fin 2) ℝ :=
  !![2 * π / q, 2 * π / q * exp (-(q * d)); 2 * π / q * exp (-(q * d)), 2 * π / q]

/-- The static response matrix `P` of two layers with screening wavevectors `s₁` and `s₂`: a total
potential `φ` induces the charge `-P φ`, and neither layer responds directly to the potential in the
other. -/
def response (s₁ s₂ : ℝ) : Matrix (Fin 2) (Fin 2) ℝ :=
  !![s₁ / (2 * π), 0; 0, s₂ / (2 * π)]

/-- The screened interaction `W = (1 + V P)⁻¹ V`, for `q > 0`, `d ≥ 0` and nonsingular `1 + V P`. -/
def screened (q d s₁ s₂ : ℝ) : Matrix (Fin 2) (Fin 2) ℝ :=
  (1 + bareCoulomb q d * response s₁ s₂)⁻¹ * bareCoulomb q d

/-- The common denominator of the screened interactions. -/
def den (q d s₁ s₂ : ℝ) : ℝ :=
  (q + s₁) * (q + s₂) - s₁ * s₂ * exp (-(q * d)) ^ 2

variable {q d s₁ s₂ : ℝ}

/-- The denominator is positive for `q > 0` and nonnegative distance and screening
wavevectors. -/
theorem den_pos (hq : 0 < q) (hd : 0 ≤ d) (h₁ : 0 ≤ s₁) (h₂ : 0 ≤ s₂) :
    0 < den q d s₁ s₂ := by
  have hx : exp (-(q * d)) ≤ 1 :=
    Real.exp_le_one_iff.2 (neg_nonpos.2 (mul_nonneg hq.le hd))
  have hx2 : exp (-(q * d)) ^ 2 ≤ 1 := pow_le_one₀ (Real.exp_pos _).le hx
  unfold den
  nlinarith [mul_nonneg (mul_nonneg h₁ h₂) (sub_nonneg.2 hx2), mul_nonneg hq.le h₁,
    mul_nonneg hq.le h₂, mul_pos hq hq]

/-- The dielectric matrix `1 + V P` of the two layers, for `q > 0`. -/
theorem dielectric_eq (hq : 0 < q) :
    1 + bareCoulomb q d * response s₁ s₂ =
      !![1 + s₁ / q, exp (-(q * d)) * s₂ / q; exp (-(q * d)) * s₁ / q, 1 + s₂ / q] := by
  have hπ := Real.pi_ne_zero
  have hq0 := hq.ne'
  unfold bareCoulomb response
  generalize exp (-(q * d)) = x
  ext i j
  fin_cases i <;> fin_cases j <;> simp <;> field_simp

/-- All four screened interactions, for `q > 0` and nonnegative distance and screening
wavevectors. -/
theorem screened_eq (hq : 0 < q) (hd : 0 ≤ d) (h₁ : 0 ≤ s₁) (h₂ : 0 ≤ s₂) :
    screened q d s₁ s₂ =
      !![2 * π * (q + s₂ * (1 - exp (-(q * d)) ^ 2)) / den q d s₁ s₂,
         2 * π * q * exp (-(q * d)) / den q d s₁ s₂;
         2 * π * q * exp (-(q * d)) / den q d s₁ s₂,
         2 * π * (q + s₁ * (1 - exp (-(q * d)) ^ 2)) / den q d s₁ s₂] := by
  have hD0 := (den_pos hq hd h₁ h₂).ne'
  have hq0 := hq.ne'
  unfold screened
  rw [dielectric_eq hq]
  unfold bareCoulomb
  obtain ⟨D, hD⟩ : ∃ D, D = den q d s₁ s₂ := ⟨_, rfl⟩
  rw [← hD] at hD0 ⊢
  unfold den at hD
  generalize exp (-(q * d)) = x at hD ⊢
  -- the dielectric matrix is nonsingular
  have hdet : IsUnit (!![1 + s₁ / q, x * s₂ / q; x * s₁ / q, 1 + s₂ / q] :
      Matrix (Fin 2) (Fin 2) ℝ).det := by
    have e : (!![1 + s₁ / q, x * s₂ / q; x * s₁ / q, 1 + s₂ / q] :
        Matrix (Fin 2) (Fin 2) ℝ).det = D / q ^ 2 := by
      rw [Matrix.det_fin_two_of, hD]
      field_simp
    rw [e]
    exact (div_ne_zero hD0 (pow_ne_zero 2 hq0)).isUnit
  -- the claimed matrix solves the screening equation `(1 + V P) W = V`
  have key : !![1 + s₁ / q, x * s₂ / q; x * s₁ / q, 1 + s₂ / q] *
      !![2 * π * (q + s₂ * (1 - x ^ 2)) / D, 2 * π * q * x / D;
         2 * π * q * x / D, 2 * π * (q + s₁ * (1 - x ^ 2)) / D] =
      !![2 * π / q, 2 * π / q * x; 2 * π / q * x, 2 * π / q] := by
    ext i j
    fin_cases i <;> fin_cases j <;> simp [Matrix.mul_apply, Fin.sum_univ_two] <;>
      field_simp <;> rw [hD] <;> ring
  rw [← key, ← Matrix.mul_assoc, Matrix.nonsing_inv_mul _ hdet, Matrix.one_mul]

/-- The screened interaction between the layers, for `q > 0` and nonnegative distance and
screening wavevectors. -/
theorem interlayer_eq (hq : 0 < q) (hd : 0 ≤ d) (h₁ : 0 ≤ s₁) (h₂ : 0 ≤ s₂) :
    screened q d s₁ s₂ 0 1 = 2 * π * q * exp (-(q * d)) /
      ((q + s₁) * (q + s₂) - s₁ * s₂ * exp (-(q * d)) ^ 2) := by
  simp [screened_eq hq hd h₁ h₂, den]

/-- At long wavelength `q / den` tends to `1 / (s₁ + s₂ + 2 d s₁ s₂)`, for `d ≥ 0` and
positive screening wavevectors; `(1 - exp (-2qd)) / q` tends to `2 d`. -/
theorem long_wave_ratios (hd : 0 ≤ d) (h₁ : 0 < s₁) (h₂ : 0 < s₂) :
    Tendsto (fun q => (1 - exp (-(q * d)) ^ 2) / q) (𝓝[>] 0) (𝓝 (2 * d)) ∧
    Tendsto (fun q => q / den q d s₁ s₂) (𝓝[>] 0)
      (𝓝 (1 / (s₁ + s₂ + 2 * d * s₁ * s₂))) := by
  have h0 : HasDerivAt (fun q : ℝ => -(q * d)) (-(1 * d)) 0 :=
    ((hasDerivAt_id' (0 : ℝ)).mul_const d).fun_neg
  have h : HasDerivAt (fun q : ℝ => 1 - exp (-(q * d)) ^ 2) (2 * d) 0 :=
    ((h0.exp.fun_pow 2).const_sub 1).congr_deriv (by simp)
  have g : Tendsto (fun q => (1 - exp (-(q * d)) ^ 2) / q) (𝓝[>] 0) (𝓝 (2 * d)) := by
    have t := (hasDerivAt_iff_tendsto_slope_zero.1 h).mono_left
      (nhdsWithin_mono 0 (fun y hy => (Set.mem_Ioi.1 hy).ne'))
    refine t.congr fun q => ?_
    simp [div_eq_inv_mul]
  refine ⟨g, ?_⟩
  have hid : Tendsto (fun q : ℝ => q) (𝓝[>] 0) (𝓝 0) := nhdsWithin_le_nhds
  have hL : 0 + (s₁ + s₂) + s₁ * s₂ * (2 * d) ≠ 0 := by positivity
  have t := ((hid.add_const (s₁ + s₂)).add (g.const_mul (s₁ * s₂))).inv₀ hL
  have e : 1 / (s₁ + s₂ + 2 * d * s₁ * s₂) =
      (0 + (s₁ + s₂) + s₁ * s₂ * (2 * d))⁻¹ := by
    rw [one_div]
    congr 1
    ring
  rw [e]
  refine t.congr' ?_
  filter_upwards [self_mem_nhdsWithin] with q hq
  have hq0 : q ≠ 0 := (Set.mem_Ioi.1 hq).ne'
  rw [← inv_div (den q d s₁ s₂) q]
  congr 1
  unfold den
  generalize exp (-(q * d)) = x
  field_simp
  ring

/-- The screened interlayer interaction tends to `2π / (s₁ + s₂ + 2 d s₁ s₂)` as `q → 0⁺`,
for `d ≥ 0` and positive screening wavevectors. -/
theorem interlayer_limit (hd : 0 ≤ d) (h₁ : 0 < s₁) (h₂ : 0 < s₂) :
    Tendsto (fun q => screened q d s₁ s₂ 0 1) (𝓝[>] 0)
      (𝓝 (2 * π / (s₁ + s₂ + 2 * d * s₁ * s₂))) := by
  have hc : Continuous (fun q : ℝ => exp (-(q * d))) := by fun_prop
  have hx : Tendsto (fun q : ℝ => exp (-(q * d))) (𝓝[>] 0) (𝓝 1) := by
    simpa using (hc.tendsto 0).mono_left nhdsWithin_le_nhds
  have t := ((long_wave_ratios hd h₁ h₂).2.mul hx).const_mul (2 * π)
  have e : 2 * π / (s₁ + s₂ + 2 * d * s₁ * s₂) =
      2 * π * (1 / (s₁ + s₂ + 2 * d * s₁ * s₂) * 1) := by ring
  rw [e]
  refine t.congr' ?_
  filter_upwards [self_mem_nhdsWithin] with q hq
  rw [interlayer_eq hq hd h₁.le h₂.le]
  unfold den
  ring

/-- The screened interaction within the first layer tends to
`2π (1 + 2 d s₂) / (s₁ + s₂ + 2 d s₁ s₂)` as `q → 0⁺`, for `d ≥ 0` and positive screening
wavevectors. -/
theorem intralayer_limit (hd : 0 ≤ d) (h₁ : 0 < s₁) (h₂ : 0 < s₂) :
    Tendsto (fun q => screened q d s₁ s₂ 0 0) (𝓝[>] 0)
      (𝓝 (2 * π * (1 + 2 * d * s₂) / (s₁ + s₂ + 2 * d * s₁ * s₂))) := by
  obtain ⟨g, r⟩ := long_wave_ratios hd h₁ h₂
  have t := (r.mul ((g.const_mul s₂).const_add 1)).const_mul (2 * π)
  have e : 2 * π * (1 + 2 * d * s₂) / (s₁ + s₂ + 2 * d * s₁ * s₂) =
      2 * π * (1 / (s₁ + s₂ + 2 * d * s₁ * s₂) * (1 + s₂ * (2 * d))) := by ring
  rw [e]
  refine t.congr' ?_
  filter_upwards [self_mem_nhdsWithin] with q hq
  have hq0 : q ≠ 0 := (Set.mem_Ioi.1 hq).ne'
  have hW : screened q d s₁ s₂ 0 0 =
      2 * π * (q + s₂ * (1 - exp (-(q * d)) ^ 2)) / den q d s₁ s₂ := by
    simp [screened_eq hq hd h₁.le h₂.le]
  have hD := (den_pos hq hd h₁.le h₂.le).ne'
  rw [hW]
  generalize den q d s₁ s₂ = D at hD ⊢
  generalize exp (-(q * d)) = x
  field_simp

/-- Perfect screening: the total charge `-P W` induced in both layers by a unit charge in the
first tends to `-1` as `q → 0⁺`, for `d ≥ 0` and positive screening wavevectors. -/
theorem perfect_screening (hd : 0 ≤ d) (h₁ : 0 < s₁) (h₂ : 0 < s₂) :
    Tendsto (fun q => ∑ i, (-(response s₁ s₂ * screened q d s₁ s₂)) i 0)
      (𝓝[>] 0) (𝓝 (-1)) := by
  have t := (((intralayer_limit hd h₁ h₂).const_mul (s₁ / (2 * π))).add
    ((interlayer_limit hd h₁ h₂).const_mul (s₂ / (2 * π)))).neg
  have hL : s₁ + s₂ + 2 * d * s₁ * s₂ ≠ 0 := by positivity
  have e : -(s₁ / (2 * π) * (2 * π * (1 + 2 * d * s₂) / (s₁ + s₂ + 2 * d * s₁ * s₂)) +
      s₂ / (2 * π) * (2 * π / (s₁ + s₂ + 2 * d * s₁ * s₂))) = -1 := by
    have hπ := Real.pi_ne_zero
    field_simp
    ring
  rw [e] at t
  refine t.congr' ?_
  filter_upwards [self_mem_nhdsWithin] with q hq
  -- the interaction between the layers is symmetric
  have hs : screened q d s₁ s₂ 0 1 = screened q d s₁ s₂ 1 0 := by
    simp [screened_eq hq hd h₁.le h₂.le]
  rw [hs]
  simp only [Fin.sum_univ_two, Matrix.neg_apply, Matrix.mul_apply]
  simp [response]
  ring

end

end BilayerScreening
```

```lean
#print axioms BilayerScreening.interlayer_limit
#print axioms BilayerScreening.perfect_screening
```

```
'BilayerScreening.interlayer_limit' depends on axioms: [propext, Classical.choice, Quot.sound]
'BilayerScreening.perfect_screening' depends on axioms: [propext, Classical.choice, Quot.sound]
```

## From the matrix equation to the limits in Lean

**Positivity.** `den_pos` first shows $x\le1$ from $qd\ge0$, and then $x^2\le1$. The tactic `nlinarith` receives the signs of $s_1s_2(1-x^2)$, $qs_1$, $qs_2$ and $q^2$. These are the terms of the expanded $D$.

**The dielectric matrix.** `dielectric_eq` compares the two sides entry by entry. The factors $2\pi$ in $V$ and $P$ cancel because $\pi\neq0$.

**The screened matrix.** `screened_eq` replaces the exponential by a plain variable $x$ once the positivity of $D$ has been secured; the remaining algebra holds for any real $x$ with $D\neq0$. The step `hdet` shows that the determinant is $D/q^2$ and hence nonzero. The proof then departs from the derivation above: it does not compute the inverse. Instead, `key` verifies that the claimed matrix solves $(1+VP)W=V$. Replacing $V$ by this product in $(1+VP)^{-1}V$ lets the inverse cancel, by `Matrix.nonsing_inv_mul`, and leaves the claimed matrix. `interlayer_eq` reads off the entry in row 0 and column 1 and writes out the denominator.

**The two ratios.** `long_wave_ratios` proves the limits of $(1-x^2)/q$ and $q/D$. The first is obtained as a derivative: `h` states that $1-e^{-2qd}$, written as $1-(e^{-qd})^2$, has derivative $2d$ at zero, and `hasDerivAt_iff_tendsto_slope_zero` turns this into a limit of difference quotients, which is then restricted to positive $q$. For the second, the proof adds the limits of the terms of $D/q$ and inverts the sum, which `inv₀` permits because `hL` shows that the limit is nonzero. The closing `field_simp` and `ring` identify the inverted sum with $q/D$ for $q>0$.

**The entries of the screened matrix.** `interlayer_limit` multiplies $q/D$ by $x\to1$ and by $2\pi$. `intralayer_limit` multiplies $q/D$ by $1+s_2(1-x^2)/q$ instead. In both, `filter_upwards` supplies the condition $q>0$ under which the exact formulas for $W$ apply, and `congr'` carries the limit over to `screened`.

**The induced charge.** `perfect_screening` combines the two limits with the weights $s_1/(2\pi)$ and $s_2/(2\pi)$, and `e` shows that the result is $-1$. The sum over column 0 contains $W_{10}$, while the limit was proved for $W_{01}$; the step `hs` joins them through the symmetry of $W$.
